# Scaling the distance by bᵐ divides a sum-of-Gaussians kernel by bᵐ

The Coulomb potential 1/r is divided by λ when the distance is multiplied by λ, and `hasSum_rescaled` proves this behaviour, for the factors λ = bᵐ only, of a kernel built from Gaussians. The kernel is K(r) = Σₙ b⁻ⁿ exp(−r²/b²ⁿ), an untruncated series over all integers n, with b > 1 and no overall prefactor. The lemma says that for real r ≠ 0 and any integer m the series taken at bᵐr converges, with sum K(r)/bᵐ. The attempt shows that the n-th Gaussian at bᵐr is b⁻ᵐ times the Gaussian of index n − m at r, then shifts the summation index in the series at r, whose convergence is already proved.

The first attempt, which Lean rejects:

```lean
import Mathlib

open Finset

namespace SumOfGaussiansCoulomb

noncomputable section

/-- The Gaussian of width `b ^ n` and amplitude `b ^ (-n)`, evaluated at distance `r`. -/
def gaussianTerm (b r : ℝ) (n : ℤ) : ℝ :=
  b ^ (-n) * Real.exp (-r ^ 2 / b ^ (2 * n))

/-- The sum-of-Gaussians kernel: the sum of the Gaussians of all widths `b ^ n`, `n` an integer. -/
def gaussianKernel (b r : ℝ) : ℝ := ∑' n : ℤ, gaussianTerm b r n

/-- Every Gaussian in the series is positive. -/
theorem gaussianTerm_pos {b : ℝ} (hb : 0 < b) (r : ℝ) (n : ℤ) : 0 < gaussianTerm b r n :=
  mul_pos (zpow_pos hb _) (Real.exp_pos _)

/-- A Gaussian is bounded by its amplitude at every distance, and away from contact also by
its width divided by the squared distance. -/
theorem gaussianTerm_le {b : ℝ} (hb : 0 < b) (r : ℝ) (n : ℤ) :
    gaussianTerm b r n ≤ b ^ (-n) ∧ (r ≠ 0 → gaussianTerm b r n ≤ b ^ n / r ^ 2) := by
  constructor
  · refine mul_le_of_le_one_right (zpow_pos hb _).le (Real.exp_le_one_iff.2 ?_)
    exact div_nonpos_of_nonpos_of_nonneg (by linarith [sq_nonneg r]) (zpow_pos hb _).le
  · intro hr
    -- the elementary inequality exp (-y) ≤ 1 / y with y = r² / x²
    have aux : ∀ x : ℝ, 0 < x → x⁻¹ * Real.exp (-r ^ 2 / x ^ 2) ≤ x / r ^ 2 := by
      intro x hx
      have h : Real.exp (-r ^ 2 / x ^ 2) ≤ (r ^ 2 / x ^ 2)⁻¹ := by
        rw [neg_div, Real.exp_neg]
        apply inv_anti₀ (by positivity)
        linarith [Real.add_one_le_exp (r ^ 2 / x ^ 2)]
      calc x⁻¹ * Real.exp (-r ^ 2 / x ^ 2) ≤ x⁻¹ * (r ^ 2 / x ^ 2)⁻¹ :=
            mul_le_mul_of_nonneg_left h (by positivity)
        _ = x / r ^ 2 := by field_simp
    have h2 : b ^ (2 * n) = (b ^ n) ^ 2 := by rw [two_mul, zpow_add₀ hb.ne', sq]
    unfold gaussianTerm
    rw [h2, zpow_neg]
    exact aux _ (zpow_pos hb n)

/-- The series of Gaussians converges exactly at nonzero distance. -/
theorem summable_gaussianTerm_iff {b : ℝ} (hb : 1 < b) (r : ℝ) :
    Summable (gaussianTerm b r) ↔ r ≠ 0 := by
  have h0 : 0 < b := by linarith
  constructor
  · -- at contact the narrow Gaussians have amplitudes b ^ k ≥ 1
    rintro h rfl
    have hinj : Function.Injective (fun k : ℕ => -(k : ℤ)) := by
      intro i j hij
      simpa using hij
    have ht := (h.comp_injective hinj).tendsto_atTop_zero
    have h1 : (1 : ℝ) ≤ 0 := by
      refine ge_of_tendsto' ht (fun k => ?_)
      have hk : gaussianTerm b 0 (-(k : ℤ)) = b ^ k := by simp [gaussianTerm]
      change 1 ≤ gaussianTerm b 0 (-(k : ℤ))
      rw [hk]
      exact one_le_pow₀ hb.le
    linarith
  · intro hr
    have g : Summable (fun k : ℕ => b⁻¹ ^ k) :=
      summable_geometric_of_lt_one (by positivity) (inv_lt_one_of_one_lt₀ hb)
    have e : ∀ k : ℕ, b ^ (-(k : ℤ)) = b⁻¹ ^ k := fun k => by
      rw [zpow_neg, zpow_natCast, inv_pow]
    -- wide and narrow Gaussians are each dominated by a geometric series
    apply Summable.of_nat_of_neg
    · refine Summable.of_nonneg_of_le (fun k => (gaussianTerm_pos h0 r _).le) (fun k => ?_) g
      rw [← e k]
      exact (gaussianTerm_le h0 r _).1
    · refine Summable.of_nonneg_of_le (fun k => (gaussianTerm_pos h0 r _).le) (fun k => ?_)
        (g.div_const (r ^ 2))
      rw [← e k]
      exact (gaussianTerm_le h0 r _).2 hr

/-- Discrete scale covariance: at distance `b ^ m * r` the series converges to the kernel at `r`
divided by `b ^ m`, for every integer `m`. -/
theorem hasSum_rescaled {b r : ℝ} (hb : 1 < b) (hr : r ≠ 0) (m : ℤ) :
    HasSum (gaussianTerm b (b ^ m * r)) (gaussianKernel b r / b ^ m) := by
  have h0 : b ≠ 0 := by linarith
  have hm : b ^ m ≠ 0 := zpow_ne_zero m h0
  -- rescaling the distance shifts the index of the Gaussian
  have e : gaussianTerm b (b ^ m * r) = fun n => (b ^ m)⁻¹ * gaussianTerm b r (n - m) := by
    funext n
    have h1 : b ^ (-(n - m)) = b ^ m * b ^ (-n) := by
      rw [show -(n - m) = m + -n by ring, zpow_add₀ h0]
    have h2 : b ^ (2 * n) = b ^ m * b ^ m * b ^ (2 * (n - m)) := by
      rw [show 2 * n = m + m + 2 * (n - m) by ring, zpow_add₀ h0, zpow_add₀ h0]
      congr 3
      ring
    unfold gaussianTerm
    rw [h1, h2, show -(b ^ m * r) ^ 2 = (b ^ m * b ^ m) * (-r ^ 2) by ring,
      mul_div_mul_left _ _ (mul_ne_zero hm hm), mul_assoc (b ^ m) (b ^ (-n)),
      inv_mul_cancel_left₀ hm]
  have hs := ((summable_gaussianTerm_iff hb r).2 hr).hasSum
  have h : HasSum (fun n => (b ^ m)⁻¹ * gaussianTerm b r (n - m))
      ((b ^ m)⁻¹ * gaussianKernel b r) :=
    ((Equiv.subRight m).hasSum_iff.2 hs).mul_left (b ^ m)⁻¹
  rw [e, div_eq_inv_mul]
  exact h

end

end SumOfGaussiansCoulomb
```

Messages:

```
Main.lean:89:6: error: No goals to be solved
```

The error is at `congr 3`, in the proof of the auxiliary identity `h2`, and it says that there was nothing left to prove when that tactic ran. The `rw` before it first writes the exponent `2 * n` on the left as `m + m + 2 * (n - m)`. The first `zpow_add₀ h0` then splits off `b ^ (2 * (n - m))`, and the second splits `b ^ (m + m)` into `b ^ m * b ^ m`. The left side is now `b ^ m * b ^ m * b ^ (2 * (n - m))`, which is exactly the right side. After its last rewrite `rw` tries to close the goal by `rfl`, and here that succeeds, so `congr 3` has no goal to act on and fails.

The repair deletes `congr 3` and the `ring` that followed it. Both have to go, since `ring` would also have found no goal. The identity `h2` is unchanged, and the `rw` alone proves it.

As a diff, the version that Lean accepts:

```diff
@@ -87,6 +87,4 @@
     have h2 : b ^ (2 * n) = b ^ m * b ^ m * b ^ (2 * (n - m)) := by
       rw [show 2 * n = m + m + 2 * (n - m) by ring, zpow_add₀ h0, zpow_add₀ h0]
-      congr 3
-      ring
     unfold gaussianTerm
     rw [h1, h2, show -(b ^ m * r) ^ 2 = (b ^ m * b ^ m) * (-r ^ 2) by ring,
```
